# For a self-energy with finitely many nonzero real poles of non-negative strength, the Matsubara estimate is an upper bound on the quasiparticle weight and tends to it at low frequency

An impurity solver working on the imaginary axis gives me the self-energy $\Sigma(iw)$ at Matsubara frequencies, but the quasiparticle weight is defined by a slope at zero frequency, $Z = 1/(1-\Sigma'(0))$. I therefore estimate it by

$$Z(w) = \frac{1}{1 - \operatorname{Im}\Sigma(iw)/w}$$

at the lowest frequency I have. For $\Sigma(z)=\sum_j b_j/(z-d_j)$, with finitely many poles, $b_j\ge 0$ and real $d_j\neq 0$, I believe that this estimate never falls below $Z$, never decreases as $w>0$ grows, and tends to $Z$ as $w\to 0^+$. Can this be made rigorous and checked by machine, starting from the actual imaginary part and the actual derivative?

## Both weights as sums over poles

Yes, and the argument also gives an explicit error bound. For one pole and $w>0$,

$$\frac{b_j}{iw-d_j} = \frac{b_j(-d_j-iw)}{w^2+d_j^2}.$$

Taking the imaginary part, dividing by $w$ and summing gives

$$\frac{\operatorname{Im}\Sigma(iw)}{w} = -A(w),\qquad A(w)=\sum_j\frac{b_j}{w^2+d_j^2}.$$

The derivative of a single term is $-b_j/(z-d_j)^2$. No pole sits at zero, so

$$\Sigma'(0)=-B,\qquad B=\sum_j\frac{b_j}{d_j^2}.$$

Hence $Z(w)=1/(1+A(w))$ and $Z=1/(1+B)$, with both denominators at least 1.

The sign and the choice of component need care here. The real part, $\operatorname{Re}\Sigma(iw)=-\sum_j b_jd_j/(w^2+d_j^2)$, is even in $w$, so its slope at $w=0$ vanishes. Using that slope in place of $\Sigma'(0)$ would give a weight of 1 for every choice of poles. The chain rule puts a factor $i$ in front of $\Sigma'(0)$, which is why the information sits in the imaginary part.

## Monotonicity, error and limit

If $0<w<v$, then $b_j/(v^2+d_j^2)\le b_j/(w^2+d_j^2)$ for each $j$, strictly if $b_j>0$. So $A(v)\le A(w)$ and $Z(w)\le Z(v)$, with strict inequality once some strength is positive. The same comparison with $d_j^2$ in place of $w^2+d_j^2$ gives $A(w)\le B$, hence $Z\le Z(w)$.

For the error, subtract term by term:

$$\frac{b_j}{d_j^2}-\frac{b_j}{w^2+d_j^2}=\frac{b_jw^2}{d_j^2(w^2+d_j^2)}\le \frac{b_jw^2}{d_j^4}.$$

Since $(1+A(w))(1+B)\ge 1$,

$$0\le Z(w)-Z=\frac{B-A(w)}{(1+A(w))(1+B)}\le B-A(w)\le w^2\sum_j\frac{b_j}{d_j^4}.$$

The right-hand side vanishes as $w\to0^+$, which gives the limit.

Finally, suppose some $b_j>0$. Then $Z\le Z(w/2)<Z(w)$, so equality at a frequency $w>0$ is impossible. If all strengths vanish, both weights are 1. Equality therefore holds exactly when every $b_j$ is zero.

## The Lean file

```lean
import Mathlib

open Filter Topology

namespace MatsubaraQuasiparticleWeight

noncomputable section

variable {ι : Type*} [Fintype ι] {b d : ι → ℝ} {w : ℝ}

/-- The self-energy `Σ(z) = ∑ b_j / (z - d_j)` with pole strengths `b_j` and real pole
positions `d_j`, for `z` away from the poles. -/
def selfEnergy (b d : ι → ℝ) (z : ℂ) : ℂ := ∑ j, (b j : ℂ) / (z - (d j : ℂ))

/-- The Matsubara estimate `1 / (1 - Im Σ(iw) / w)` of the quasiparticle weight, for
frequencies `w > 0` and `b_j ≥ 0`. -/
def matsubaraWeight (b d : ι → ℝ) (w : ℝ) : ℝ :=
  1 / (1 - (selfEnergy b d (Complex.I * (w : ℂ))).im / w)

/-- The quasiparticle weight `Z = 1 / (1 - Σ'(0))` from the slope of the self-energy at zero
frequency, for nonzero `d_j` and `b_j ≥ 0`. -/
def quasiparticleWeight (b d : ι → ℝ) : ℝ :=
  1 / (1 - (deriv (selfEnergy b d) 0).re)

/-- For `w > 0`, `Im Σ(iw) / w = -∑ b_j / (w² + d_j²)`. -/
theorem selfEnergy_im_div (b d : ι → ℝ) (hw : 0 < w) :
    (selfEnergy b d (Complex.I * (w : ℂ))).im / w = -∑ j, b j / (w ^ 2 + d j ^ 2) := by
  unfold selfEnergy
  rw [Complex.im_sum, Finset.sum_div, ← Finset.sum_neg_distrib]
  refine Finset.sum_congr rfl fun j _ => ?_
  have hn : Complex.normSq (Complex.I * (w : ℂ) - (d j : ℂ)) = w ^ 2 + d j ^ 2 := by
    simp [Complex.normSq_apply]
    ring
  have hi : (Complex.I * (w : ℂ) - (d j : ℂ)).im = w := by simp
  have hp : w ^ 2 + d j ^ 2 ≠ 0 := by positivity
  rw [Complex.div_im, hn, hi, Complex.ofReal_im, Complex.ofReal_re, zero_mul, zero_div,
    zero_sub]
  field_simp

/-- For nonzero `d_j`, the slope of the self-energy at zero frequency is `Σ'(0) = -∑ b_j / d_j²`. -/
theorem selfEnergy_hasDerivAt_zero (b : ι → ℝ) (hd : ∀ j, d j ≠ 0) :
    HasDerivAt (selfEnergy b d) ((-∑ j, b j / d j ^ 2 : ℝ) : ℂ) 0 := by
  have h : ∀ j ∈ Finset.univ, HasDerivAt (fun z : ℂ => (b j : ℂ) / (z - (d j : ℂ)))
      (-(b j : ℂ) / (d j : ℂ) ^ 2) 0 := by
    intro j _
    have h0 : (0 : ℂ) - (d j : ℂ) ≠ 0 := by simpa using hd j
    have h1 := (hasDerivAt_const (0 : ℂ) (b j : ℂ)).fun_div
      ((hasDerivAt_id' (0 : ℂ)).sub_const (d j : ℂ)) h0
    refine h1.congr_deriv ?_
    rw [zero_mul, zero_sub, zero_sub, mul_one, neg_sq]
  have hs : HasDerivAt (selfEnergy b d) _ 0 := HasDerivAt.fun_sum h
  refine hs.congr_deriv ?_
  push_cast
  simp only [neg_div, Finset.sum_neg_distrib]

/-- The Matsubara estimate at `w > 0` in terms of the poles: `1 / (1 + ∑ b_j / (w² + d_j²))`. -/
theorem matsubaraWeight_eq (b d : ι → ℝ) (hw : 0 < w) :
    matsubaraWeight b d w = 1 / (1 + ∑ j, b j / (w ^ 2 + d j ^ 2)) := by
  rw [matsubaraWeight, selfEnergy_im_div b d hw, sub_neg_eq_add]

/-- The quasiparticle weight in terms of the poles, for nonzero `d_j`: `Z = 1 / (1 + ∑ b_j / d_j²)`.
-/
theorem quasiparticleWeight_eq (b : ι → ℝ) (hd : ∀ j, d j ≠ 0) :
    quasiparticleWeight b d = 1 / (1 + ∑ j, b j / d j ^ 2) := by
  rw [quasiparticleWeight, (selfEnergy_hasDerivAt_zero b hd).deriv, Complex.ofReal_re,
    sub_neg_eq_add]

/-- If all `b_j ≥ 0` and at least one is positive, the Matsubara estimate increases strictly with
the frequency `w > 0`. -/
theorem matsubaraWeight_strictMonoOn (hb : ∀ j, 0 ≤ b j) (hpos : ∃ j, 0 < b j) :
    StrictMonoOn (matsubaraWeight b d) (Set.Ioi 0) := by
  intro w hw v hv hwv
  have hw' : 0 < w := hw
  have hv' : 0 < v := hv
  have hsq : w ^ 2 < v ^ 2 := by nlinarith
  rw [matsubaraWeight_eq b d hw', matsubaraWeight_eq b d hv']
  have hS : 0 ≤ ∑ j, b j / (v ^ 2 + d j ^ 2) :=
    Finset.sum_nonneg fun j _ => div_nonneg (hb j) (by positivity)
  -- no pole contributes more at the higher frequency, and one contributes strictly less
  have hlt : ∑ j, b j / (v ^ 2 + d j ^ 2) < ∑ j, b j / (w ^ 2 + d j ^ 2) := by
    obtain ⟨k, hk⟩ := hpos
    refine Finset.sum_lt_sum (fun j _ => ?_) ⟨k, Finset.mem_univ k, ?_⟩
    · exact div_le_div_of_nonneg_left (hb j) (by positivity) (by linarith)
    · exact div_lt_div_of_pos_left hk (by positivity) (by linarith)
  exact one_div_lt_one_div_of_lt (by linarith) (by linarith)

/-- For `b_j ≥ 0` and nonzero `d_j`, the Matsubara estimate at `w > 0` exceeds `Z` by an amount
between zero and `w² ∑ b_j / d_j⁴`. -/
theorem matsubaraWeight_error (hb : ∀ j, 0 ≤ b j) (hd : ∀ j, d j ≠ 0) (hw : 0 < w) :
    quasiparticleWeight b d ≤ matsubaraWeight b d w ∧
      matsubaraWeight b d w ≤ quasiparticleWeight b d + w ^ 2 * ∑ j, b j / d j ^ 4 := by
  rw [matsubaraWeight_eq b d hw, quasiparticleWeight_eq b hd]
  have hA : 0 ≤ ∑ j, b j / (w ^ 2 + d j ^ 2) :=
    Finset.sum_nonneg fun j _ => div_nonneg (hb j) (by positivity)
  have hAB : ∑ j, b j / (w ^ 2 + d j ^ 2) ≤ ∑ j, b j / d j ^ 2 := by
    refine Finset.sum_le_sum fun j _ => ?_
    have hj := hd j
    exact div_le_div_of_nonneg_left (hb j) (by positivity) (by nlinarith [sq_nonneg w])
  have hBA : ∑ j, b j / d j ^ 2 - ∑ j, b j / (w ^ 2 + d j ^ 2)
      ≤ w ^ 2 * ∑ j, b j / d j ^ 4 := by
    rw [← Finset.sum_sub_distrib, Finset.mul_sum]
    refine Finset.sum_le_sum fun j _ => ?_
    have hj := hd j
    have hbj := hb j
    have hp : w ^ 2 + d j ^ 2 ≠ 0 := by positivity
    have e : w ^ 2 * (b j / d j ^ 4) - (b j / d j ^ 2 - b j / (w ^ 2 + d j ^ 2))
        = b j * w ^ 4 / (d j ^ 4 * (w ^ 2 + d j ^ 2)) := by
      field_simp
      ring
    have h0 : 0 ≤ b j * w ^ 4 / (d j ^ 4 * (w ^ 2 + d j ^ 2)) := by positivity
    linarith
  generalize ∑ j, b j / (w ^ 2 + d j ^ 2) = A at *
  generalize ∑ j, b j / d j ^ 2 = B at *
  refine ⟨one_div_le_one_div_of_le (by linarith) (by linarith), ?_⟩
  -- the difference of the weights is at most the difference of the sums
  have hA1 : 1 + A ≠ 0 := by linarith
  have hB1 : 1 + B ≠ 0 := by linarith
  have e : 1 / (1 + A) - 1 / (1 + B) = (B - A) / ((1 + A) * (1 + B)) := by
    field_simp
    ring
  have h1 : (B - A) / ((1 + A) * (1 + B)) ≤ B - A :=
    div_le_self (by linarith) (by nlinarith [mul_nonneg hA (hA.trans hAB)])
  linarith

/-- For `b_j ≥ 0` and nonzero `d_j`, the Matsubara estimate is at least `Z` for all `w > 0`,
is non-decreasing in `w`, and tends to `Z` as `w` tends to zero from above. -/
theorem matsubaraWeight_main (hb : ∀ j, 0 ≤ b j) (hd : ∀ j, d j ≠ 0) :
    (∀ w, 0 < w → quasiparticleWeight b d ≤ matsubaraWeight b d w) ∧
      MonotoneOn (matsubaraWeight b d) (Set.Ioi 0) ∧
      Tendsto (matsubaraWeight b d) (𝓝[>] 0) (𝓝 (quasiparticleWeight b d)) := by
  refine ⟨fun w hw => (matsubaraWeight_error hb hd hw).1, ?_, ?_⟩
  · by_cases hpos : ∃ j, 0 < b j
    · exact (matsubaraWeight_strictMonoOn hb hpos).monotoneOn
    · -- without poles the estimate is constant
      have hz : ∀ j, b j = 0 := fun j =>
        le_antisymm (not_lt.mp fun h => hpos ⟨j, h⟩) (hb j)
      intro w hw v hv _
      rw [matsubaraWeight_eq b d hw, matsubaraWeight_eq b d hv]
      simp [hz]
  · -- squeeze between `Z` and `Z` plus a quadratic error
    have hc : Continuous fun w : ℝ =>
        quasiparticleWeight b d + w ^ 2 * ∑ j, b j / d j ^ 4 := by fun_prop
    have h0 : Tendsto (fun w : ℝ => quasiparticleWeight b d + w ^ 2 * ∑ j, b j / d j ^ 4)
        (𝓝[>] 0) (𝓝 (quasiparticleWeight b d + (0 : ℝ) ^ 2 * ∑ j, b j / d j ^ 4)) :=
      (hc.tendsto 0).mono_left nhdsWithin_le_nhds
    have e : quasiparticleWeight b d + (0 : ℝ) ^ 2 * ∑ j, b j / d j ^ 4
        = quasiparticleWeight b d := by ring
    rw [e] at h0
    refine tendsto_of_tendsto_of_tendsto_of_le_of_le' tendsto_const_nhds h0 ?_ ?_
    · filter_upwards [self_mem_nhdsWithin] with w hw
      exact (matsubaraWeight_error hb hd hw).1
    · filter_upwards [self_mem_nhdsWithin] with w hw
      exact (matsubaraWeight_error hb hd hw).2

/-- For `b_j ≥ 0` and nonzero `d_j`, the Matsubara estimate at a frequency `w > 0` equals `Z`
exactly when all pole strengths vanish. -/
theorem matsubaraWeight_eq_iff (hb : ∀ j, 0 ≤ b j) (hd : ∀ j, d j ≠ 0) (hw : 0 < w) :
    matsubaraWeight b d w = quasiparticleWeight b d ↔ ∀ j, b j = 0 := by
  constructor
  · intro h j
    by_contra hj
    have hpos : 0 < b j := lt_of_le_of_ne (hb j) (Ne.symm hj)
    -- compare with the estimate at half the frequency
    have hhalf : 0 < w / 2 := by linarith
    have h1 := (matsubaraWeight_error hb hd hhalf).1
    have h2 : matsubaraWeight b d (w / 2) < matsubaraWeight b d w :=
      matsubaraWeight_strictMonoOn hb ⟨j, hpos⟩ hhalf hw (by linarith)
    linarith
  · intro h
    rw [matsubaraWeight_eq b d hw, quasiparticleWeight_eq b hd]
    simp [h]

end

end MatsubaraQuasiparticleWeight
```

```lean
#print axioms MatsubaraQuasiparticleWeight.matsubaraWeight_main
-- 'MatsubaraQuasiparticleWeight.matsubaraWeight_main' depends on axioms: [propext, Classical.choice, Quot.sound]
#print axioms MatsubaraQuasiparticleWeight.matsubaraWeight_eq_iff
-- 'MatsubaraQuasiparticleWeight.matsubaraWeight_eq_iff' depends on axioms: [propext, Classical.choice, Quot.sound]
```

## What the Lean statements say

The poles are labelled by a finite type `ι`, which may be empty. The real functions `b` and `d` give their strengths and positions, and `selfEnergy b d` is a function from complex numbers to complex numbers. Energies are measured from the Fermi level, so the slope is taken at $z=0$.

The two weights are defined independently of the pole sums above. `matsubaraWeight` uses the imaginary part of `selfEnergy` at $iw$, and `quasiparticleWeight` uses the complex derivative `deriv` at 0. The latter takes the real part of the derivative, which loses nothing because `selfEnergy_hasDerivAt_zero` shows that the derivative is real.

The theorem `matsubaraWeight_main` has three parts: the lower bound $Z\le Z(w)$ for every $w>0$, monotonicity on `Set.Ioi 0`, the open half-line $w>0$, and convergence along `𝓝[>] 0`, which means $w\to0^+$. The quadratic bound is `matsubaraWeight_error`, and the equality case is `matsubaraWeight_eq_iff`.

The hypothesis `hb : ∀ j, 0 ≤ b j` stands for the positivity of the spectral weight of a causal self-energy. The hypothesis `hd : ∀ j, d j ≠ 0` says that no pole lies at the Fermi level, so that the slope exists there. Both are assumed, not derived from a Hamiltonian.

Positivity matters already for one pole. Take $b=-\tfrac12$ and $d=1$. Then $Z=2$, but $Z(1)=\tfrac43$, so the estimate lies below the weight and the lower bound fails.

The variable $w$ is continuous and the poles stay fixed as it changes. In a thermal calculation the lowest frequency is $\pi T$ (with $\hbar=k_B=1$), and the strengths and positions may themselves depend on $T$; the limit here is not a limit of such calculations as $T\to0$. A continuum of poles reaching the Fermi level, as in an extended metal, is not covered either. A real constant in $\Sigma$, such as a Hartree shift, is left out, but it would change neither the imaginary part nor the slope.

For dynamical mean-field calculations with a finite discretised bath, the result means that the estimate from a single Matsubara frequency never understates the $Z$ given by the slope of that same self-energy, provided it has the assumed finite-pole form with no pole at zero. The result does not bound the error made by discretising the bath.

## How the proof follows the calculation

`selfEnergy_im_div` computes $\operatorname{Im}\Sigma(iw)/w$ one pole at a time. It finds the squared modulus $|iw-d_j|^2=w^2+d_j^2$, applies `Complex.div_im`, and cancels the factor $w$ with `field_simp`. `selfEnergy_hasDerivAt_zero` applies the quotient rule to each pole, where `hd` keeps the denominator nonzero, and adds the derivatives with `HasDerivAt.fun_sum`. The lemmas `matsubaraWeight_eq` and `quasiparticleWeight_eq` then put the two weights in the forms $1/(1+A(w))$ and $1/(1+B)$.

In `matsubaraWeight_strictMonoOn`, `Finset.sum_lt_sum` combines a weak inequality for every pole with a strict one for a pole of positive strength. Taking reciprocals reverses the inequality. This lemma does not need `hd`, because $w^2+d_j^2$ is positive for $w>0$ in any case.

`matsubaraWeight_error` first proves $A\le B$ and then $B-A\le w^2\sum_j b_j/d_j^4$. For the second inequality it computes what the bound leaves over for each pole,

$$\frac{b_jw^4}{d_j^4(w^2+d_j^2)},$$

and `positivity` shows that this is non-negative. The `generalize` steps replace the sums by the letters `A` and `B`, after which the identity for $Z(w)-Z$ is elementary algebra. The lemma `div_le_self` discards the denominator $(1+A)(1+B)\ge1$.

`matsubaraWeight_main` takes the lower bound from the error theorem. For monotonicity it separates two cases: if some strength is positive, the strict result applies; otherwise the estimate is constant. The limit is a squeeze between the constant $Z$ and $Z+w^2\sum_j b_j/d_j^4$, whose limit at zero follows from continuity.

In `matsubaraWeight_eq_iff`, the forward direction assumes a nonzero strength and compares the estimates at $w/2$ and $w$, as in the derivation. The reverse direction substitutes zero strengths into both pole sums.
